# Two unit scatterers with F(0,1,1) = 2i, where h·t is not an integer

For the reflection h = (0,1,1) and the translation t = (0,0,1/2), half a period along the third axis, `glidePair_not_fixed` states that h·t is not an integer and that a certain pair of atoms nevertheless has structure factor F(h) = 2i. The atoms sit at (0,1/4,0) and (0,−1/4,1/2) in fractional coordinates, each with scattering factor 1, and F(h) is the plain sum of their phase factors exp(2πi h·x). For the first part, the attempt computes h·t = 1/2 and shows that no integer has this value. For the second, it computes h·x = 1/4 for both atoms, so that each contributes the phase i.

As first written in Lean, the proof fails:

```lean
import Mathlib

open Matrix

namespace GeneralExtinctionRule

noncomputable section

variable {d ι : Type*} [Fintype d] [Fintype ι]

/-- The phase factor `exp(2πis)` of a wave after `s` periods. -/
def phase (s : ℝ) : ℂ := Complex.exp (((2 * Real.pi * s : ℝ) : ℂ) * Complex.I)

/-- The product `h·r` of integer reflection indices with fractional coordinates. -/
def pairing (h : d → ℤ) (r : d → ℝ) : ℝ := ∑ i, (h i : ℝ) * r i

/-- The structure factor `F(h) = ∑ f_j exp(2πi h·x_j)` of atoms with scattering
factors `f` at positions `x`. -/
def structureFactor (f : ι → ℂ) (x : ι → d → ℝ) (h : d → ℤ) : ℂ :=
  ∑ j, f j * phase (pairing h (x j))

/-- The translation part of the c-glide: half a period along the third axis. -/
def glideT : Fin 3 → ℝ := ![0, 0, 1 / 2]

/-- The third component of an explicitly listed triple. -/
lemma third_entry {α : Type*} (a b c : α) : (![a, b, c] : Fin 3 → α) 2 = c := rfl

/-- Two atoms at `(0, 1/4, 0)` and `(0, -1/4, 1/2)`. -/
def glidePair : Fin 2 → Fin 3 → ℝ := ![![0, 1 / 4, 0], ![0, -1 / 4, 1 / 2]]

/-- For `h = (0,1,1)` and the glide translation `t`, the product `h·t` is not an integer, and the
glide pair with unit scattering factors has `F(h) = 2i`. -/
theorem glidePair_not_fixed :
    (¬ ∃ n : ℤ, pairing ![0, 1, 1] glideT = n) ∧
      structureFactor (fun _ => 1) glidePair ![0, 1, 1] = 2 * Complex.I := by
  constructor
  · rintro ⟨n, hn⟩
    have hp : pairing ![0, 1, 1] glideT = 1 / 2 := by
      norm_num [pairing, glideT, Fin.sum_univ_three]
    have h2 : (1 : ℝ) = 2 * (n : ℝ) := by linarith
    have h3 : (1 : ℤ) = 2 * n := by exact_mod_cast h2
    omega
  · have e0 : pairing ![0, 1, 1] (glidePair 0) = 1 / 4 := by
      norm_num [pairing, glidePair, Fin.sum_univ_three]
    have e1 : pairing ![0, 1, 1] (glidePair 1) = 1 / 4 := by
      norm_num [pairing, glidePair, Fin.sum_univ_three]
    -- a quarter period is the phase i
    have hq : phase (1 / 4) = Complex.I := by
      have ha : (((2 * Real.pi * (1 / 4) : ℝ) : ℂ)) = (Real.pi : ℂ) / 2 := by
        push_cast
        ring
      rw [phase, ha, Complex.exp_mul_I, Complex.cos_pi_div_two, Complex.sin_pi_div_two]
      ring
    rw [structureFactor, Fin.sum_univ_two, e0, e1, hq]
    ring

end

end GeneralExtinctionRule
```

Compiling this gives:

```
Main.lean:38:51: error: unsolved goals
n : ℤ
hn : pairing ![0, 1, 1] glideT = ↑n
⊢ ↑(![0, 1, 1] 2) * ![0, 0, 1 / 2] 2 = 1 / 2
Main.lean:43:58: error: unsolved goals
⊢ ![0, 1, 1] 2 = 0 ∨ ![0, 1 / 4, 0] 2 = 0
Main.lean:45:58: error: unsolved goals
e0 : pairing ![0, 1, 1] (glidePair 0) = 1 / 4
⊢ -(1 / 4) + ↑(![0, 1, 1] 2) * ![0, -(1 / 4), 1 / 2] 2 = 1 / 4
```

The mended proof, as a diff:

```diff
@@ -37,12 +37,12 @@
   · rintro ⟨n, hn⟩
     have hp : pairing ![0, 1, 1] glideT = 1 / 2 := by
-      norm_num [pairing, glideT, Fin.sum_univ_three]
+      norm_num [pairing, glideT, Fin.sum_univ_three, third_entry]
     have h2 : (1 : ℝ) = 2 * (n : ℝ) := by linarith
     have h3 : (1 : ℤ) = 2 * n := by exact_mod_cast h2
     omega
   · have e0 : pairing ![0, 1, 1] (glidePair 0) = 1 / 4 := by
-      norm_num [pairing, glidePair, Fin.sum_univ_three]
+      norm_num [pairing, glidePair, Fin.sum_univ_three, third_entry]
     have e1 : pairing ![0, 1, 1] (glidePair 1) = 1 / 4 := by
-      norm_num [pairing, glidePair, Fin.sum_univ_three]
+      norm_num [pairing, glidePair, Fin.sum_univ_three, third_entry]
     -- a quarter period is the phase i
     have hq : phase (1 / 4) = Complex.I := by
```

All three errors come from `norm_num` calls that should compute a product h·r. Each call expands the sum into three terms and evaluates the entries at indices 0 and 1, but leaves those at index 2 unread, as in `![0, 1, 1] 2`.

In the first message, what remains is the third term, which should be 1 · 1/2. In the second, the first two terms already give 1/4, so the third must vanish, and Lean asks for one of its factors to be zero. The second factor is zero, but it stands there as the unread entry `![0, 1 / 4, 0] 2`. In the third, the unread product should supply the 1/2 that brings −1/4 up to 1/4.

The file already has the missing rule: `third_entry` says that entry 2 of a listed triple is its last element. The diff hands it to all three calls. Since it holds for entries of any type, it reads both the integer indices and the real coordinates, and only arithmetic is left, which `norm_num` completes.
